# The Lambda-(T) triples expression as the second-order limit of an exact eigenvalue

If I estimate a triples energy for a non-symmetric Hamiltonian using the right eigenvector on both sides, I can miss it entirely. In one three-state model this gives 0, while the exact energy shift is −x² to leading order in the coupling x. The left eigenvector should repair this. Let A be the block for the reference, singles and doubles (the model space), D the triples block, and xB and xC the coupling between them. With l A = E0 l and l·r = 1, I expect

(E(x) − E0)/x² → l B (E0 − D)⁻¹ C r.

Here E(x) is an exact eigenvalue of the full block matrix that tends to E0 as x → 0, and r is the limit of its eigenvector's model-space part. Can this be derived rigorously and checked by machine?

## Projecting with l and letting the coupling vanish

Yes, provided that such an eigenvector branch exists, E0 − D is invertible and l·r ≠ 0, so that l can be scaled to make l·r = 1. Write the eigenvector as (p, q), with p in the model space and q the triples amplitudes; p, q and E depend on x. The eigenvalue equation splits into

A p + x B q = E p

x C p + D q = E q.

Multiply the first equation by l from the left. Since l A = E0 l,

(E − E0)(l·p) = x l·(B q).

The second equation reads (E − D) q = x C p. The determinant of E − D is continuous in E and nonzero at E0, so E − D is invertible for small x, and

q = x (E − D)⁻¹ C p.

The inverse is the adjugate divided by the determinant, hence continuous at E0. With E → E0 and p → r,

q/x → (E0 − D)⁻¹ C r.

Finally, l·p → l·r = 1, so l·p is nonzero near x = 0. Dividing the projected equation by x² (l·p) gives

(E − E0)/x² = l·(B q/x)/(l·p) → l B (E0 − D)⁻¹ C r.

## What the theorem assumes

In `lambda_triples_limit`, the finite types `m` and `n` label the model-space and triples states, and all matrices are real. `coupledHamiltonian` is the block matrix, and `Sum.elim (p x) (q x)` stacks the two parts of the eigenvector. The hypotheses `hl` and `hlr` say that l A = E0 l and l·r = 1. The filter `𝓝[≠] 0` means that x approaches 0 from either side without reaching it; `heig` requires the eigenvalue equation only for small nonzero x.

The condition `hu` makes E0 − D invertible: no triples-block level coincides with E0. Without it the limit can fail. Take 1×1 blocks A = D = 0, B = C = 1, with E0 = 0 and l = r = 1. Then E = x, p = q = 1 is an eigenvector branch meeting the other conditions, but (E − E0)/x² = 1/x diverges.

The existence of the branch and its convergence (`hE`, `hp`) are assumed, not derived; they express that the state connects continuously to the model-space state. In coupled-cluster theory the blocks come from the similarity-transformed Hamiltonian e^(−T) H e^T, with T from the singles and doubles equations. For the ground state, r is then the reference and l = (1, Λ), where Λ holds the left-hand singles and doubles amplitudes. The result gives the algebraic form of the Λ-based triples correction, for finite real matrices with one parameter scaling the coupling. The unscaled blocks correspond to x = 1, where the expression is an estimate of the energy shift; the theorem gives no error bound there. It does not derive the amplitude equations or the approximations to the blocks made in an actual calculation.

In Lean 4 with Mathlib:

```lean
import Mathlib

open Matrix Filter Topology

namespace LambdaPerturbativeTriples

noncomputable section

variable {m n : Type*} [Fintype m] [Fintype n]

/-- The Hamiltonian with model-space block `A` and triples block `D`, coupled by
`x B` and `x C`. -/
def coupledHamiltonian (A : Matrix m m ℝ) (B : Matrix m n ℝ) (C : Matrix n m ℝ)
    (D : Matrix n n ℝ) (x : ℝ) : Matrix (m ⊕ n) (m ⊕ n) ℝ :=
  Matrix.fromBlocks A (x • B) (x • C) D

/-- The Lambda-(T) energy expression `l B (E0 - D)⁻¹ C r`. -/
def triplesCorrection [DecidableEq n] (l : m → ℝ) (B : Matrix m n ℝ) (C : Matrix n m ℝ)
    (D : Matrix n n ℝ) (E0 : ℝ) (r : m → ℝ) : ℝ :=
  l ⬝ᵥ (B *ᵥ ((E0 • (1 : Matrix n n ℝ) - D)⁻¹ *ᵥ (C *ᵥ r)))

/-- The eigenvalue equation of the coupled Hamiltonian is equivalent to one equation in the
model space and one in the triples space. -/
theorem eigen_iff_blocks (A : Matrix m m ℝ) (B : Matrix m n ℝ) (C : Matrix n m ℝ)
    (D : Matrix n n ℝ) (x E : ℝ) (p : m → ℝ) (q : n → ℝ) :
    coupledHamiltonian A B C D x *ᵥ Sum.elim p q = E • Sum.elim p q ↔
      A *ᵥ p + x • (B *ᵥ q) = E • p ∧ x • (C *ᵥ p) + D *ᵥ q = E • q := by
  unfold coupledHamiltonian
  rw [Matrix.fromBlocks_mulVec, Sum.elim_comp_inl, Sum.elim_comp_inr,
    Matrix.smul_mulVec, Matrix.smul_mulVec]
  constructor
  · intro h
    exact ⟨funext fun i => congrFun h (Sum.inl i), funext fun i => congrFun h (Sum.inr i)⟩
  · rintro ⟨h1, h2⟩
    funext i
    rcases i with i | i
    · exact congrFun h1 i
    · exact congrFun h2 i

/-- Projecting the eigenvalue equation on the left eigenvector `l` of `A` expresses the energy shift
times `l·p` through the triples amplitudes `q`. -/
theorem projected_energy {A : Matrix m m ℝ} {B : Matrix m n ℝ} {C : Matrix n m ℝ}
    {D : Matrix n n ℝ} {x E E0 : ℝ} {l p : m → ℝ} {q : n → ℝ} (hl : l ᵥ* A = E0 • l)
    (h : coupledHamiltonian A B C D x *ᵥ Sum.elim p q = E • Sum.elim p q) :
    (E - E0) * (l ⬝ᵥ p) = x * (l ⬝ᵥ (B *ᵥ q)) := by
  have h1 := congrArg (fun v => l ⬝ᵥ v) ((eigen_iff_blocks A B C D x E p q).1 h).1
  simp only [dotProduct_add, dotProduct_smul, smul_eq_mul] at h1
  rw [Matrix.dotProduct_mulVec l A p, hl, smul_dotProduct, smul_eq_mul] at h1
  linear_combination -h1

variable [DecidableEq n]

/-- When `E - D` is invertible, the triples amplitudes are `x (E - D)⁻¹ C p`. -/
theorem triples_amplitudes {A : Matrix m m ℝ} {B : Matrix m n ℝ} {C : Matrix n m ℝ}
    {D : Matrix n n ℝ} {x E : ℝ} {p : m → ℝ} {q : n → ℝ}
    (hu : IsUnit (E • (1 : Matrix n n ℝ) - D))
    (h : coupledHamiltonian A B C D x *ᵥ Sum.elim p q = E • Sum.elim p q) :
    q = x • ((E • (1 : Matrix n n ℝ) - D)⁻¹ *ᵥ (C *ᵥ p)) := by
  have h2 := ((eigen_iff_blocks A B C D x E p q).1 h).2
  have h3 : (E • (1 : Matrix n n ℝ) - D) *ᵥ q = x • (C *ᵥ p) := by
    rw [Matrix.sub_mulVec, Matrix.smul_mulVec, Matrix.one_mulVec, ← h2, add_sub_cancel_right]
  have hd := (Matrix.isUnit_iff_isUnit_det _).1 hu
  calc q = (E • (1 : Matrix n n ℝ) - D)⁻¹ *ᵥ ((E • (1 : Matrix n n ℝ) - D) *ᵥ q) := by
        rw [Matrix.mulVec_mulVec, Matrix.nonsing_inv_mul _ hd, Matrix.one_mulVec]
    _ = _ := by rw [h3, Matrix.mulVec_smul]

/-- If a matrix and a vector each converge, their product converges to the product of the limits. -/
theorem tendsto_mulVec {k j : Type*} [Fintype j] {F : Filter ℝ} {M : ℝ → Matrix k j ℝ}
    {M0 : Matrix k j ℝ} {v : ℝ → j → ℝ} {v0 : j → ℝ}
    (hM : Tendsto M F (𝓝 M0)) (hv : Tendsto v F (𝓝 v0)) :
    Tendsto (fun x => M x *ᵥ v x) F (𝓝 (M0 *ᵥ v0)) := by
  have hmul : Continuous fun z : Matrix k j ℝ × (j → ℝ) => z.1 *ᵥ z.2 :=
    Continuous.matrix_mulVec continuous_fst continuous_snd
  exact (hmul.tendsto (M0, v0)).comp (hM.prodMk_nhds hv)

/-- The resolvent of the triples block is continuous at an energy where `E0 - D` is
invertible. -/
theorem resolvent_tendsto {D : Matrix n n ℝ} {E0 : ℝ}
    (hu : IsUnit (E0 • (1 : Matrix n n ℝ) - D)) :
    Tendsto (fun e : ℝ => (e • (1 : Matrix n n ℝ) - D)⁻¹) (𝓝 E0)
      (𝓝 (E0 • (1 : Matrix n n ℝ) - D)⁻¹) := by
  have hd : (E0 • (1 : Matrix n n ℝ) - D).det ≠ 0 :=
    ((Matrix.isUnit_iff_isUnit_det _).1 hu).ne_zero
  have hc : Continuous fun e : ℝ => e • (1 : Matrix n n ℝ) - D :=
    (continuous_id.smul continuous_const).sub continuous_const
  -- write the inverse as adjugate over determinant
  simp only [Matrix.inv_def, Ring.inverse_eq_inv']
  exact ((hc.matrix_det.tendsto E0).inv₀ hd).smul (hc.matrix_adjugate.tendsto E0)

/-- As the coupling `x` tends to zero, the triples amplitudes divided by `x` tend to `(E0 - D)⁻¹ C
r`. -/
theorem first_order_triples {A : Matrix m m ℝ} {B : Matrix m n ℝ} {C : Matrix n m ℝ}
    {D : Matrix n n ℝ} {E0 : ℝ} {r : m → ℝ} {E : ℝ → ℝ} {p : ℝ → m → ℝ} {q : ℝ → n → ℝ}
    (hu : IsUnit (E0 • (1 : Matrix n n ℝ) - D))
    (heig : ∀ᶠ x in 𝓝[≠] (0 : ℝ),
      coupledHamiltonian A B C D x *ᵥ Sum.elim (p x) (q x) = E x • Sum.elim (p x) (q x))
    (hE : Tendsto E (𝓝[≠] 0) (𝓝 E0)) (hp : Tendsto p (𝓝[≠] 0) (𝓝 r)) :
    Tendsto (fun x => x⁻¹ • q x) (𝓝[≠] 0)
      (𝓝 ((E0 • (1 : Matrix n n ℝ) - D)⁻¹ *ᵥ (C *ᵥ r))) := by
  have hd : (E0 • (1 : Matrix n n ℝ) - D).det ≠ 0 :=
    ((Matrix.isUnit_iff_isUnit_det _).1 hu).ne_zero
  have hc : Continuous fun e : ℝ => e • (1 : Matrix n n ℝ) - D :=
    (continuous_id.smul continuous_const).sub continuous_const
  have hdet : ∀ᶠ e in 𝓝 E0, (e • (1 : Matrix n n ℝ) - D).det ≠ 0 :=
    (hc.matrix_det.tendsto E0).eventually_ne hd
  have hCp : Tendsto (fun x => C *ᵥ p x) (𝓝[≠] 0) (𝓝 (C *ᵥ r)) :=
    tendsto_mulVec tendsto_const_nhds hp
  have hR : Tendsto (fun x => (E x • (1 : Matrix n n ℝ) - D)⁻¹) (𝓝[≠] 0)
      (𝓝 (E0 • (1 : Matrix n n ℝ) - D)⁻¹) := (resolvent_tendsto hu).comp hE
  refine (tendsto_mulVec hR hCp).congr' ?_
  -- near zero coupling the amplitudes are given by the exact resolvent
  filter_upwards [heig, self_mem_nhdsWithin, hE.eventually hdet] with x hx hx0 hdx
  have hx0' : x ≠ 0 := hx0
  have hux : IsUnit (E x • (1 : Matrix n n ℝ) - D) :=
    (Matrix.isUnit_iff_isUnit_det _).2 (isUnit_iff_ne_zero.2 hdx)
  have key : ∀ w v : n → ℝ, v = x • w → w = x⁻¹ • v := by
    intro w v hv
    rw [hv, smul_smul, inv_mul_cancel₀ hx0', one_smul]
  exact key _ _ (triples_amplitudes hux hx)

/-- Lambda-(T) limit: let `l A = E0 l`, `l·r = 1` and `E0 - D` be invertible. Along a family of
eigenvectors whose model-space part tends to `r` and whose energy tends to `E0`, the energy shift
divided by the squared coupling tends to `l B (E0 - D)⁻¹ C r`. -/
theorem lambda_triples_limit {A : Matrix m m ℝ} {B : Matrix m n ℝ} {C : Matrix n m ℝ}
    {D : Matrix n n ℝ} {E0 : ℝ} {l r : m → ℝ} {E : ℝ → ℝ} {p : ℝ → m → ℝ} {q : ℝ → n → ℝ}
    (hl : l ᵥ* A = E0 • l) (hlr : l ⬝ᵥ r = 1)
    (hu : IsUnit (E0 • (1 : Matrix n n ℝ) - D))
    (heig : ∀ᶠ x in 𝓝[≠] (0 : ℝ),
      coupledHamiltonian A B C D x *ᵥ Sum.elim (p x) (q x) = E x • Sum.elim (p x) (q x))
    (hE : Tendsto E (𝓝[≠] 0) (𝓝 E0)) (hp : Tendsto p (𝓝[≠] 0) (𝓝 r)) :
    Tendsto (fun x => (E x - E0) / x ^ 2) (𝓝[≠] 0)
      (𝓝 (triplesCorrection l B C D E0 r)) := by
  have hcB : Continuous fun v : n → ℝ => l ⬝ᵥ (B *ᵥ v) := by
    simp only [Matrix.mulVec, dotProduct]
    fun_prop
  have hcl : Continuous fun v : m → ℝ => l ⬝ᵥ v := by
    simp only [dotProduct]
    fun_prop
  have hnum : Tendsto (fun x => l ⬝ᵥ (B *ᵥ (x⁻¹ • q x))) (𝓝[≠] 0)
      (𝓝 (triplesCorrection l B C D E0 r)) :=
    (hcB.tendsto _).comp (first_order_triples hu heig hE hp)
  have hden : Tendsto (fun x => l ⬝ᵥ p x) (𝓝[≠] 0) (𝓝 (l ⬝ᵥ r)) :=
    (hcl.tendsto r).comp hp
  rw [hlr] at hden
  have hlim := hnum.div hden one_ne_zero
  rw [div_one] at hlim
  refine hlim.congr' ?_
  -- the quotient equals the scaled energy shift once l·p is nonzero
  filter_upwards [heig, self_mem_nhdsWithin, hden.eventually_ne one_ne_zero] with x hx hx0 hlp
  have hx0' : x ≠ 0 := hx0
  show (l ⬝ᵥ (B *ᵥ (x⁻¹ • q x))) / (l ⬝ᵥ p x) = (E x - E0) / x ^ 2
  rw [Matrix.mulVec_smul, dotProduct_smul, smul_eq_mul,
    div_eq_div_iff hlp (pow_ne_zero 2 hx0'), projected_energy hl hx]
  field_simp

/-- For a diagonal triples block with energies `d k` different from `E0`, the correction is a sum
over triples with denominators `E0 - d k`. -/
theorem triplesCorrection_diagonal (l r : m → ℝ) (B : Matrix m n ℝ) (C : Matrix n m ℝ)
    (d : n → ℝ) (E0 : ℝ) (hd : ∀ k, d k ≠ E0) :
    triplesCorrection l B C (Matrix.diagonal d) E0 r =
      ∑ k, (l ᵥ* B) k * (C *ᵥ r) k / (E0 - d k) := by
  have hdiag : E0 • (1 : Matrix n n ℝ) - Matrix.diagonal d =
      Matrix.diagonal (fun k => E0 - d k) := by
    ext i j
    by_cases h : i = j
    · subst h
      simp
    · simp [h]
  have hinv : (E0 • (1 : Matrix n n ℝ) - Matrix.diagonal d)⁻¹ =
      Matrix.diagonal (fun k => (E0 - d k)⁻¹) := by
    apply Matrix.inv_eq_right_inv
    rw [hdiag, Matrix.diagonal_mul_diagonal, ← Matrix.diagonal_one]
    congr 1
    funext k
    exact mul_inv_cancel₀ (sub_ne_zero.2 (hd k).symm)
  rw [triplesCorrection, hinv, Matrix.dotProduct_mulVec]
  simp only [dotProduct]
  refine Finset.sum_congr rfl fun k _ => ?_
  rw [Matrix.mulVec_diagonal]
  ring

/-- The energy branch `(1 - √(1 + 4x²)) / 2` of a three-state model. -/
def modelEnergy (x : ℝ) : ℝ := (1 - √(1 + 4 * x ^ 2)) / 2

/-- A non-symmetric three-state model meets all hypotheses of the Lambda-(T) limit with `E0 = 0`;
its correction is `-1`, while the same expression with `r` in place of `l` is `0`. -/
theorem lambda_triples_witness :
    let A : Matrix (Fin 2) (Fin 2) ℝ := !![0, 1; 0, 1]
    let B : Matrix (Fin 2) (Fin 1) ℝ := !![0; 1]
    let C : Matrix (Fin 1) (Fin 2) ℝ := !![-1, 1]
    let D : Matrix (Fin 1) (Fin 1) ℝ := 1
    let l : Fin 2 → ℝ := ![1, -1]
    let r : Fin 2 → ℝ := ![1, 0]
    l ᵥ* A = (0 : ℝ) • l ∧ l ⬝ᵥ r = 1 ∧ IsUnit ((0 : ℝ) • (1 : Matrix (Fin 1) (Fin 1) ℝ) - D) ∧
    (∀ x : ℝ, coupledHamiltonian A B C D x *ᵥ Sum.elim ![1, modelEnergy x] ![x] =
      modelEnergy x • Sum.elim ![1, modelEnergy x] ![x]) ∧
    Tendsto modelEnergy (𝓝[≠] 0) (𝓝 0) ∧
    Tendsto (fun x => ![1, modelEnergy x]) (𝓝[≠] 0) (𝓝 r) ∧
    triplesCorrection l B C D 0 r = -1 ∧ triplesCorrection r B C D 0 r = 0 := by
  intro A B C D l r
  have hinv : ((0 : ℝ) • (1 : Matrix (Fin 1) (Fin 1) ℝ) - 1)⁻¹ = -1 :=
    Matrix.inv_eq_right_inv (by simp)
  have hE : Tendsto modelEnergy (𝓝[≠] 0) (𝓝 0) := by
    have hc : Continuous modelEnergy := by
      unfold modelEnergy
      fun_prop
    have h0 : modelEnergy 0 = 0 := by simp [modelEnergy]
    have h := (hc.tendsto 0).mono_left (nhdsWithin_le_nhds (s := {0}ᶜ))
    rwa [h0] at h
  refine ⟨?_, ?_, ?_, ?_, hE, ?_, ?_, ?_⟩
  · ext i
    fin_cases i <;> simp [A, l, Matrix.vecMul, dotProduct, Fin.sum_univ_succ]
  · simp [l, r, dotProduct, Fin.sum_univ_succ]
  · simp [D]
  · intro x
    -- the branch solves E² - E = x²
    have hq : modelEnergy x + x * x = modelEnergy x * modelEnergy x := by
      have hs : √(1 + 4 * x ^ 2) ^ 2 = 1 + 4 * x ^ 2 := Real.sq_sqrt (by positivity)
      unfold modelEnergy
      linear_combination (-1 / 4 : ℝ) * hs
    rw [eigen_iff_blocks]
    constructor
    · ext i
      fin_cases i
      · simp [A, B]
      · simpa [A, B, Matrix.mulVec, dotProduct, Fin.sum_univ_succ] using hq
    · ext i
      fin_cases i
      simp [C, D]
      ring
  · rw [tendsto_pi_nhds]
    intro i
    fin_cases i
    · exact tendsto_const_nhds
    · exact hE
  · simp only [triplesCorrection, D]
    rw [hinv, Matrix.neg_mulVec, Matrix.one_mulVec]
    simp [B, C, l, r, Matrix.mulVec, dotProduct, Fin.sum_univ_succ]
  · simp only [triplesCorrection, D]
    rw [hinv, Matrix.neg_mulVec, Matrix.one_mulVec]
    simp [B, C, r, Matrix.mulVec, dotProduct, Fin.sum_univ_succ]

end

end LambdaPerturbativeTriples
```

```lean
#print axioms LambdaPerturbativeTriples.lambda_triples_limit
-- 'LambdaPerturbativeTriples.lambda_triples_limit' depends on axioms: [propext, Classical.choice, Quot.sound]
#print axioms LambdaPerturbativeTriples.triplesCorrection_diagonal
-- 'LambdaPerturbativeTriples.triplesCorrection_diagonal' depends on axioms: [propext, Classical.choice, Quot.sound]
```

## How the proof follows the algebra

`eigen_iff_blocks` splits the eigenvalue equation, and `projected_energy` takes the product with l; `linear_combination` rearranges the result. `triples_amplitudes` solves the second equation by multiplying with the inverse.

For the limit, `resolvent_tendsto` uses the adjugate formula, and `tendsto_mulVec` lets a convergent matrix act on a convergent vector. `first_order_triples` combines them: `filter_upwards` restricts to small nonzero x where E − D is invertible, and `congr'` replaces the resolvent expression by q/x. The main theorem divides the limits of l·(B q/x) and l·p, then identifies the quotient with the scaled energy shift through `projected_energy`.

For diagonal D with entries dₖ ≠ E0, `triplesCorrection_diagonal` inverts entry by entry and gives the sum with energy denominators:

∑ₖ (l B)ₖ (C r)ₖ / (E0 − dₖ).

`lambda_triples_witness` verifies the three-state model from the question. Its branch E = (1 − √(1 + 4x²))/2, p = (1, E), q = x satisfies the eigenvalue equation because E² − E = x², and the remaining hypotheses are checked with E0 = 0. The correction is −1 with l = (1, −1), and 0 when r = (1, 0) takes its place.
